# The trapezoid sum of a Gaussian on an infinite uniform grid has an error exponentially small in 1/h²

Anyone who sizes a grid by the general O(h²) error estimate of the trapezoid rule will expect each halving of the spacing h to gain only a factor of four, and, when high accuracy is wanted, will take far more points than a Gaussian density needs. For exp(−a x²) sampled along the whole line, the relative error is at most 2q/(1−q) with q = exp(−π²/(a h²)), wherever the grid points fall.

```lean
import Mathlib

open Real

namespace GaussianTrapezoid

noncomputable section

/-- The trapezoid sum of the Gaussian `exp (-a x²)` on the infinite uniform grid
of spacing `h` and offset `s`. -/
def gridSum (a h s : ℝ) : ℝ := h * ∑' j : ℤ, Real.exp (-a * (j * h + s) ^ 2)

/-- The aliasing factor `q = exp (-π² / (a h²))`. -/
def aliasFactor (a h : ℝ) : ℝ := Real.exp (-(π ^ 2 / (a * h ^ 2)))

/-- The `n`-th grid harmonic: amplitude `q ^ n²` and phase `-2 π n s / h`. -/
def harmonic (a h s : ℝ) (n : ℤ) : ℂ :=
  ((aliasFactor a h ^ (n.natAbs ^ 2) : ℝ) : ℂ) *
    Complex.exp (((-(2 * π * n * (s / h)) : ℝ) : ℂ) * Complex.I)

lemma exp_pow_natAbs (c : ℝ) (n : ℤ) :
    Real.exp (-c) ^ (n.natAbs ^ 2) = Real.exp (-c * (n : ℝ) ^ 2) := by
  have hn : ((n.natAbs ^ 2 : ℕ) : ℝ) = (n : ℝ) ^ 2 := by
    rw [Nat.cast_pow, Nat.cast_natAbs, Int.cast_abs, sq_abs]
  rw [← Real.exp_nat_mul, hn]
  congr 1
  ring

lemma aliasFactor_pos (a h : ℝ) : 0 < aliasFactor a h := Real.exp_pos _

lemma aliasFactor_lt_one {a h : ℝ} (ha : 0 < a) (hh : 0 < h) : aliasFactor a h < 1 :=
  Real.exp_lt_one_iff.2 (neg_lt_zero.2 (by positivity))

lemma summable_half {q : ℝ} (h0 : 0 ≤ q) (h1 : q < 1) :
    Summable (fun n : ℕ => q ^ ((n + 1) ^ 2)) := by
  refine Summable.of_nonneg_of_le (fun n => pow_nonneg h0 _) (fun n => ?_)
    ((summable_geometric_of_lt_one h0 h1).mul_left q)
  rw [← pow_succ']
  exact pow_le_pow_of_le_one h0 h1.le (by nlinarith)

/-- For `0 ≤ q < 1` the sum of `q ^ n²` over all integers converges to one plus twice
the sum over the positive integers. -/
theorem hasSum_theta {q : ℝ} (h0 : 0 ≤ q) (h1 : q < 1) :
    HasSum (fun n : ℤ => q ^ (n.natAbs ^ 2)) (1 + 2 * ∑' n : ℕ, q ^ ((n + 1) ^ 2)) := by
  have hS := (summable_half h0 h1).hasSum
  have e1 : (fun n : ℕ => q ^ (((n : ℤ) + 1).natAbs ^ 2)) = fun n => q ^ ((n + 1) ^ 2) := by
    funext n
    rw [show ((n : ℤ) + 1).natAbs = n + 1 by omega]
  have e2 : (fun n : ℕ => q ^ ((-((n : ℤ) + 1)).natAbs ^ 2)) = fun n => q ^ ((n + 1) ^ 2) := by
    funext n
    rw [show (-((n : ℤ) + 1)).natAbs = n + 1 by omega]
  have e0 : q ^ ((0 : ℤ).natAbs ^ 2) = 1 := by simp
  have key := HasSum.of_add_one_of_neg_add_one (f := fun n : ℤ => q ^ (n.natAbs ^ 2))
    (by rw [e1]; exact hS) (by rw [e2]; exact hS)
  convert key using 1
  show _ = (∑' n : ℕ, q ^ ((n + 1) ^ 2)) + q ^ ((0 : ℤ).natAbs ^ 2)
    + ∑' n : ℕ, q ^ ((n + 1) ^ 2)
  rw [e0]
  ring

/-- The Gaussian series on a uniform grid converges for every offset. -/
theorem summable_grid {a h : ℝ} (ha : 0 < a) (hh : 0 < h) (s : ℝ) :
    Summable (fun j : ℤ => Real.exp (-a * (j * h + s) ^ 2)) := by
  have hq : Real.exp (-(a * h ^ 2 / 2)) < 1 :=
    Real.exp_lt_one_iff.2 (neg_lt_zero.2 (by positivity))
  refine Summable.of_nonneg_of_le (fun _ => (Real.exp_pos _).le) (fun j => ?_)
    ((hasSum_theta (Real.exp_pos _).le hq).summable.mul_left (Real.exp (a * s ^ 2)))
  rw [exp_pow_natAbs, ← Real.exp_add]
  apply Real.exp_le_exp.2
  nlinarith [mul_nonneg ha.le (sq_nonneg ((j : ℝ) * h + 2 * s))]

/-- Poisson summation for the grid: the trapezoid sum is `√(π/a)` times the sum of all
grid harmonics. -/
theorem gridSum_poisson {a h : ℝ} (ha : 0 < a) (hh : 0 < h) (s : ℝ) :
    (gridSum a h s : ℂ) = (√(π / a) : ℝ) * ∑' n : ℤ, harmonic a h s n := by
  have hA : 0 < π / (a * h ^ 2) := by positivity
  have hac : (a : ℂ) ≠ 0 := Complex.ofReal_ne_zero.2 ha.ne'
  have hhc : (h : ℂ) ≠ 0 := Complex.ofReal_ne_zero.2 hh.ne'
  have hpc : (π : ℂ) ≠ 0 := Complex.ofReal_ne_zero.2 Real.pi_ne_zero
  have P := Complex.tsum_exp_neg_quadratic (a := ((π / (a * h ^ 2) : ℝ) : ℂ))
    (by rw [Complex.ofReal_re]; exact hA) (-Complex.I * ((s : ℂ) / h))
  have hI : Complex.I * (-Complex.I * ((s : ℂ) / h)) = (s : ℂ) / h := by
    linear_combination (-((s : ℂ) / h)) * Complex.I_mul_I
  -- the Fourier side consists of the grid harmonics
  have h1 : ∀ n : ℤ, Complex.exp (-π * ((π / (a * h ^ 2) : ℝ) : ℂ) * (n : ℂ) ^ 2
      + 2 * π * (-Complex.I * ((s : ℂ) / h)) * n) = harmonic a h s n := by
    intro n
    rw [harmonic, aliasFactor, exp_pow_natAbs, Complex.ofReal_exp, ← Complex.exp_add]
    congr 1
    push_cast
    ring
  -- the direct side consists of the Gaussian at the grid points
  have h2 : ∀ n : ℤ, Complex.exp (-π / ((π / (a * h ^ 2) : ℝ) : ℂ) *
      ((n : ℂ) + Complex.I * (-Complex.I * ((s : ℂ) / h))) ^ 2)
      = ((Real.exp (-a * (n * h + s) ^ 2) : ℝ) : ℂ) := by
    intro n
    rw [hI, Complex.ofReal_exp]
    congr 1
    push_cast
    field_simp
  have h3 : ((π / (a * h ^ 2) : ℝ) : ℂ) ^ (1 / 2 : ℂ) = ((√(π / (a * h ^ 2)) : ℝ) : ℂ) := by
    rw [Real.sqrt_eq_rpow, Complex.ofReal_cpow hA.le]
    norm_num
  have h4 : √(π / a) = h * √(π / (a * h ^ 2)) := by
    rw [show π / a = h ^ 2 * (π / (a * h ^ 2)) by field_simp,
      Real.sqrt_mul (sq_nonneg h), Real.sqrt_sq hh.le]
  have h5 : ((√(π / (a * h ^ 2)) : ℝ) : ℂ) ≠ 0 :=
    Complex.ofReal_ne_zero.2 (Real.sqrt_pos.2 hA).ne'
  rw [tsum_congr h1, tsum_congr h2, h3] at P
  rw [gridSum, Complex.ofReal_mul, Complex.ofReal_tsum, P, h4, Complex.ofReal_mul,
    mul_assoc, ← mul_assoc _ (1 / _) _, mul_one_div_cancel h5, one_mul]

/-- With a grid point at the maximum of the Gaussian, the trapezoid sum is `√(π/a)` times
the sum of `q ^ n²` over all integers. -/
theorem gridSum_centred {a h : ℝ} (ha : 0 < a) (hh : 0 < h) :
    gridSum a h 0 = √(π / a) * ∑' n : ℤ, aliasFactor a h ^ (n.natAbs ^ 2) := by
  apply Complex.ofReal_injective
  rw [gridSum_poisson ha hh 0, Complex.ofReal_mul, Complex.ofReal_tsum]
  congr 1
  refine tsum_congr fun n => ?_
  simp [harmonic]

/-- The centred trapezoid sum of a Gaussian lies between `√(π/a) (1 + 2q)` and
`√(π/a) (1 + 2q/(1-q))`, where `q = exp (-π²/(a h²))`. -/
theorem gridSum_bounds {a h : ℝ} (ha : 0 < a) (hh : 0 < h) :
    √(π / a) * (1 + 2 * aliasFactor a h) ≤ gridSum a h 0 ∧
    gridSum a h 0 ≤ √(π / a) * (1 + 2 * aliasFactor a h / (1 - aliasFactor a h)) := by
  have h0 := (aliasFactor_pos a h).le
  have h1 := aliasFactor_lt_one ha hh
  rw [gridSum_centred ha hh, (hasSum_theta h0 h1).tsum_eq]
  generalize aliasFactor a h = q at h0 h1
  have hs := summable_half h0 h1
  -- keep only the first harmonic for the lower bound
  have lower : q ≤ ∑' n : ℕ, q ^ ((n + 1) ^ 2) := by
    have h := hs.le_tsum 0 (fun n _ => pow_nonneg h0 _)
    simpa using h
  -- compare with the geometric series for the upper bound
  have upper : ∑' n : ℕ, q ^ ((n + 1) ^ 2) ≤ q * (1 - q)⁻¹ := by
    refine hasSum_le (fun n => ?_) hs.hasSum ((hasSum_geometric_of_lt_one h0 h1).mul_left q)
    rw [← pow_succ']
    exact pow_le_pow_of_le_one h0 h1.le (by nlinarith)
  constructor
  · exact mul_le_mul_of_nonneg_left (by linarith) (Real.sqrt_nonneg _)
  · refine mul_le_mul_of_nonneg_left ?_ (Real.sqrt_nonneg _)
    rw [mul_div_assoc, div_eq_mul_inv]
    linarith

/-- Shifting the grid by any offset gives an error no larger in magnitude than that of
the centred grid. -/
theorem offset_error_le_centred {a h : ℝ} (ha : 0 < a) (hh : 0 < h) (s : ℝ) :
    |gridSum a h s - √(π / a)| ≤ gridSum a h 0 - √(π / a) := by
  have hθ := (hasSum_theta (aliasFactor_pos a h).le (aliasFactor_lt_one ha hh)).summable
  have hn : ∀ n : ℤ, ‖harmonic a h s n‖ = aliasFactor a h ^ (n.natAbs ^ 2) := by
    intro n
    rw [harmonic, norm_mul, Complex.norm_exp_ofReal_mul_I, mul_one, Complex.norm_real,
      Real.norm_of_nonneg (pow_nonneg (aliasFactor_pos a h).le _)]
  have hg : Summable (harmonic a h s) := Summable.of_norm (by simpa only [hn] using hθ)
  -- remove the zeroth harmonic, which equals one
  have hT := hg.hasSum.sub (hasSum_ite_eq (0 : ℤ) (1 : ℂ))
  have hR := hθ.hasSum.sub (hasSum_ite_eq (0 : ℤ) (1 : ℝ))
  have key : ‖(∑' n : ℤ, harmonic a h s n) - 1‖
      ≤ (∑' n : ℤ, aliasFactor a h ^ (n.natAbs ^ 2)) - 1 := by
    rw [← hT.tsum_eq]
    refine tsum_of_norm_bounded hR (fun n => ?_)
    by_cases h0 : n = 0
    · subst h0
      simp [harmonic]
    · simp only [if_neg h0, sub_zero]
      exact (hn n).le
  rw [gridSum_centred ha hh, ← Real.norm_eq_abs, ← Complex.norm_real, Complex.ofReal_sub,
    gridSum_poisson ha hh s, ← mul_sub_one, ← mul_sub_one, norm_mul, Complex.norm_real,
    Real.norm_of_nonneg (Real.sqrt_nonneg _)]
  exact mul_le_mul_of_nonneg_left key (Real.sqrt_nonneg _)

/-- On a uniform grid with any offset, the trapezoid sum reproduces the Gaussian integral
with relative error at most `2q/(1-q)`, where `q = exp (-π²/(a h²))`. -/
theorem trapezoid_error {a h : ℝ} (ha : 0 < a) (hh : 0 < h) (s : ℝ) :
    |gridSum a h s - ∫ x : ℝ, Real.exp (-a * x ^ 2)| ≤
      (∫ x : ℝ, Real.exp (-a * x ^ 2)) *
        (2 * aliasFactor a h / (1 - aliasFactor a h)) := by
  rw [integral_gaussian]
  have h1 := offset_error_le_centred ha hh s
  have h2 := (gridSum_bounds ha hh).2
  rw [mul_add, mul_one] at h2
  linarith

end

end GaussianTrapezoid
```

```lean
#print axioms GaussianTrapezoid.summable_grid
-- 'GaussianTrapezoid.summable_grid' depends on axioms: [propext, Classical.choice, Quot.sound]
#print axioms GaussianTrapezoid.trapezoid_error
-- 'GaussianTrapezoid.trapezoid_error' depends on axioms: [propext, Classical.choice, Quot.sound]
```

## Two-sided bounds for the centred grid, one bound for every offset

The grid points are jh + s, where j runs over all integers, h is the spacing and s is the offset of the grid from the centre of the Gaussian. The function `gridSum a h s` is

S(s) = h Σ_j exp(−a(jh + s)²).

An infinite grid has no end points to be given half weight, so this is the trapezoid rule. The number q is `aliasFactor a h`. All the main theorems assume a > 0 and h > 0, which gives 0 < q < 1.

`gridSum_bounds` concerns s = 0, where a grid point sits on the maximum:

√(π/a) (1 + 2q) ≤ S(0) ≤ √(π/a) (1 + 2q/(1−q)).

The lower bound shows that the centred sum always overestimates the integral, by a relative amount of at least 2q. The exponential rate is therefore the true one for this grid.

`offset_error_le_centred` says that no other offset does worse:

|S(s) − √(π/a)| ≤ S(0) − √(π/a).

`trapezoid_error` combines the two and replaces √(π/a) by the integral of exp(−a x²) over the real line. For every real s, the error is at most 2q/(1−q) times that integral.

## Aliasing of a Gaussian density

On grid points of spacing h, a plane wave with wavenumber 2πn/h has the same value at every point, so the grid cannot tell it from a constant. The sum therefore collects the Fourier components of the density at all these wavenumbers, when only the one at zero is wanted. The factor q is the size of the Gaussian's Fourier transform at 2π/h, relative to its value at zero.

In real-space electronic structure, the theorem bounds how much the integrated charge of a single one-dimensional Gaussian can change as it moves relative to an infinite grid. This is a simple analogue of the egg-box effect, the spurious dependence of a computed energy on the positions of the atoms relative to the grid; the theorem itself says nothing about energies.

The theorems leave out the truncation of the sum to finitely many points, rounding error, and densities other than a pure Gaussian. In practice the grid must also reach far enough into the tails for the discarded terms to be negligible.

## The sum as a series of harmonics

Let F(s) = Σ_j exp(−a(jh + s)²), so that S(s) = h F(s). Shifting s by h only relabels j, so F has period h and can be expanded in a Fourier series. Its coefficient at wavenumber k = 2πn/h is

c_n = (1/h) ∫₀ʰ F(s) exp(−iks) ds = (1/h) ∫ exp(−a x² − ikx) dx,

where the second integral runs over the whole line. To see this, put x = jh + s in the j-th term: exp(−iks) = exp(−ikx) because kjh is a multiple of 2π, and the intervals from jh to (j+1)h fit together to cover the line. Completing the square,

a x² + ikx = a(x + ik/(2a))² + k²/(4a),

and moving the contour back to the real axis gives

c_n = (1/h) √(π/a) exp(−k²/(4a)) = (1/h) √(π/a) q^(n²),

since k²/(4a) = π²n²/(a h²). These coefficients are summable and F is continuous, so the series converges to F. Multiplying by h, and exchanging n with −n to match the sign used in the file,

S(s) = √(π/a) Σ_n q^(n²) exp(−2πi n s/h).

Each term of this last sum is `harmonic a h s n`. The terms are complex, but those at n and −n are conjugates, so the total is real.

At s = 0 every phase is one. Separating n = 0 from the two equal halves,

S(0) = √(π/a) (1 + 2T), with T = Σ_{n≥0} q^((n+1)²).

The first term of T is q and the others are positive, so T ≥ q. Since (n+1)² ≥ n+1 and q < 1, each term is at most q^(n+1), and the geometric series gives T ≤ q/(1−q). These are the two bounds.

For general s, the term n = 0 is still exactly one, and it supplies the integral. The triangle inequality bounds the rest:

|S(s) − √(π/a)| ≤ √(π/a) Σ_{n≠0} q^(n²) = S(0) − √(π/a).

The centred grid is the worst case because all its harmonics add in phase.

## How the Lean proof follows these steps

`summable_half` makes the geometric comparison for T, and `hasSum_theta` assembles the sum over all integers from n+1, 0 and −(n+1). The exponent is written with `n.natAbs`, the absolute value as a natural number, and `exp_pow_natAbs` converts such powers of q back into Gaussians of n.

`summable_grid` proves that the grid series converges. This matters because Lean gives a divergent series the value zero. The comparison rests on

a(jh + s)² + a s² − a h² j²/2 = (a/2)(jh + 2s)² ≥ 0,

which bounds each term by exp(a s²) exp(−a h² j²/2). The call to `nlinarith` is supplied with this square.

`gridSum_poisson` takes Poisson summation for Gaussians from Mathlib's `Complex.tsum_exp_neg_quadratic` instead of computing the coefficients c_n. With A = π/(a h²) and b = −i s/h, that theorem reads

Σ_n exp(−πA n² + 2πb n) = A^(−1/2) Σ_n exp(−(π/A)(n + ib)²).

Step `h1` identifies the left-hand terms as harmonics. Step `h2` identifies the right-hand terms as samples of the Gaussian, using ib = s/h. Steps `h3` and `h4` handle the prefactor through h√A = √(π/a).

`gridSum_centred` sets s = 0, and `gridSum_bounds` then proves `lower` and `upper`, the two inequalities for T. In `offset_error_le_centred`, `hn` computes the magnitude of each harmonic. A series that equals one at n = 0 and zero elsewhere is then subtracted from both sums, and `tsum_of_norm_bounded` applies the triangle inequality to what is left. Finally, `trapezoid_error` evaluates the integral with `integral_gaussian` and combines the earlier bounds.

## Fine grids, coarse grids and the midpoint grid

As h → 0 at fixed a, q tends to zero and the two centred bounds close on each other, so the relative error approaches 2q. Halving h replaces q by q⁴. For a Gaussian of standard deviation σ, a = 1/(2σ²), and a spacing as wide as h = σ gives q = exp(−2π²) ≈ 2.7 × 10⁻⁹, hence a relative error of about 5 × 10⁻⁹ on the centred grid.

In the opposite limit, h → ∞, q tends to one and the upper bound grows like h². The centred sum itself grows only like h, since the single point at the maximum dominates. The bound remains true there but says little.

The same harmonics also settle the midpoint grid, s = h/2, by a short calculation that the file does not include. The phases become (−1)ⁿ, so

S(h/2) = √(π/a) (1 − 2q + 2q⁴ − 2q⁹ + …).

The terms after the leading one alternate in sign and decrease in size, so this grid underestimates the integral, by a relative amount of at most 2q. Averaging S(0) and S(h/2) gives the centred sum with spacing h/2. The odd harmonics cancel and the first surviving correction is 2q⁴, in agreement with the rule for halving h.
